# Orthogonalising a Slater 2s function to 1s gives exactly one radial node when the 2s exponent does not exceed the 1s exponent

A Slater 2s function has no radial node, while an atomic 2s orbital has one. To ask whether orthogonality to 1s supplies it, we represent both orbitals by unnormalised real radial functions on one centre, exp(−ar) for 1s and r·exp(−br) for 2s, and count only zeros at r > 0.

## The mixing coefficient and the node count

For a, b > 0, let

f(r) = r·exp(−br) − c·exp(−ar).

With weight r² on (0,∞), f is orthogonal to exp(−ar) exactly when

c = 24a³/(a+b)⁴.

The orthogonal f has exactly one positive zero if b ≤ a, and at least two if b > a.

## Gram–Schmidt in a Slater basis

Gram–Schmidt orthogonalisation of a 2s Slater function to a 1s function on the same atom, with both unnormalised as above, subtracts c times the 1s function. Whether the result has exactly one node follows from the two exponents alone. With normalised functions the coefficient is their overlap,

S = 8√3·a^(3/2)·b^(5/2)/(a+b)⁴,

and the orthogonalised function still has to be divided by √(1−S²).

## From the radial integrals to the sign change

For k > 0 and n = 0, 1, 2, …, the Gamma integral gives

∫₀^∞ rⁿ exp(−kr) dr = n!/kⁿ⁺¹.

The 2s–1s overlap is therefore 3!/(a+b)⁴, and the 1s–1s overlap is 2!/(2a)³ = 1/(4a³). By linearity,

⟨f, 1s⟩ = 6/(a+b)⁴ − c/(4a³),

which vanishes exactly at the stated c. For the zeros, factor out a positive exponential:

f(r) = exp(−br)·g(r), g(r) = r − c·exp((b−a)r).

**Case b ≤ a.** Since c > 0, g is strictly increasing. Also g(0) = −c < 0 and g(c) = c − c·exp((b−a)c) ≥ 0. So g has one zero, where f passes from negative to positive.

**Case b > a.** Put d = b − a. Again g(0) < 0. At r = 1/d, g = 1/d − ce, which is positive if 24e·a³d < (2a+d)⁴. Because e < 11/4, it suffices that

(2a+d)⁴ − 66a³d = a²[(4a − 17d/4)² + 95d²/16] + 8ad³ + d⁴ > 0.

Far out, exp(dr) ≥ 1 + dr + d²r²/2 makes g negative once cd²r ≥ 2. The two sign changes give two zeros.

**Equal exponents.** At b = a, c = 3/(2a) and g(r) = r − c, so the node is at r = 3/(2a).

**A numerical instance.** For a = 2 and b = 1, c = 192/81 ≈ 2.370 and S ≈ 0.484. The node solves r·exp(r) = c. The left side is about 2.357 at r = 0.93 and 2.406 at r = 0.94, so the node lies between them.

## The Lean definitions and proofs

```lean
import Mathlib

open MeasureTheory Set

namespace SlaterNode

noncomputable section

/-- The unnormalised Slater radial function `r ^ m * exp (-ζ r)`; `m = 0` is the 1s function
and `m = 1` the 2s function. -/
def slater (m : ℕ) (ζ r : ℝ) : ℝ := r ^ m * Real.exp (-(ζ * r))

/-- The radial overlap of two functions, with weight `r ^ 2` on the half-line `r > 0`. -/
def radialOverlap (f g : ℝ → ℝ) : ℝ := ∫ r in Ioi (0 : ℝ), r ^ 2 * (f r * g r)

/-- The Slater 2s function of exponent `b` minus `c` times the 1s function of exponent `a`. -/
def mixed (a b c r : ℝ) : ℝ := slater 1 b r - c * slater 0 a r

/-- For a positive decay constant `k`, the function `r ^ n * exp (-k r)` is integrable on the
half-line and its integral is `n! / k ^ (n + 1)`. -/
theorem radial_moment (n : ℕ) {k : ℝ} (hk : 0 < k) :
    IntegrableOn (fun r : ℝ => r ^ n * Real.exp (-(k * r))) (Ioi 0) ∧
      ∫ r in Ioi (0 : ℝ), r ^ n * Real.exp (-(k * r)) = (n.factorial : ℝ) / k ^ (n + 1) := by
  have h : ∫ r in Ioi (0 : ℝ), r ^ n * Real.exp (-(k * r))
      = (n.factorial : ℝ) / k ^ (n + 1) := by
    have h0 := Real.integral_rpow_mul_exp_neg_mul_Ioi (a := (n : ℝ) + 1) (r := k)
      (by positivity) hk
    rw [Real.Gamma_nat_eq_factorial] at h0
    simp only [add_sub_cancel_right, Real.rpow_natCast] at h0
    have h1 : (1 / k) ^ ((n : ℝ) + 1) = (1 / k) ^ (n + 1) := by
      exact_mod_cast Real.rpow_natCast (1 / k) (n + 1)
    rw [h0, h1, one_div, inv_pow]
    ring
  refine ⟨?_, h⟩
  -- a non-integrable function would have integral zero
  by_contra hn
  have hpos : 0 < (n.factorial : ℝ) / k ^ (n + 1) := by positivity
  rw [integral_undef hn] at h
  exact hpos.ne h

/-- The overlap integral of two Slater functions with positive exponents converges and equals
`(m + n + 2)! / (ζ + η) ^ (m + n + 3)`. -/
theorem slater_overlap (m n : ℕ) {ζ η : ℝ} (hζ : 0 < ζ) (hη : 0 < η) :
    IntegrableOn (fun r : ℝ => r ^ 2 * (slater m ζ r * slater n η r)) (Ioi 0) ∧
      radialOverlap (slater m ζ) (slater n η)
        = ((m + n + 2).factorial : ℝ) / (ζ + η) ^ (m + n + 3) := by
  have h : (fun r : ℝ => r ^ 2 * (slater m ζ r * slater n η r))
      = fun r : ℝ => r ^ (m + n + 2) * Real.exp (-((ζ + η) * r)) := by
    funext r
    have he : Real.exp (-((ζ + η) * r)) = Real.exp (-(ζ * r)) * Real.exp (-(η * r)) := by
      rw [← Real.exp_add]
      congr 1
      ring
    simp only [slater]
    rw [he]
    ring
  unfold radialOverlap
  rw [h]
  exact radial_moment (m + n + 2) (add_pos hζ hη)

/-- For positive exponents, the overlap of the mixed function with the 1s function is
`6 / (a + b) ^ 4 - c / (4 a ^ 3)`. -/
theorem mixed_overlap {a b : ℝ} (ha : 0 < a) (hb : 0 < b) (c : ℝ) :
    radialOverlap (mixed a b c) (slater 0 a) = 6 / (a + b) ^ 4 - c / (4 * a ^ 3) := by
  obtain ⟨i1, e1⟩ := slater_overlap 1 0 hb ha
  obtain ⟨i2, e2⟩ := slater_overlap 0 0 ha ha
  have hlin : radialOverlap (mixed a b c) (slater 0 a)
      = radialOverlap (slater 1 b) (slater 0 a)
        - c * radialOverlap (slater 0 a) (slater 0 a) := by
    unfold radialOverlap
    rw [← integral_const_mul]
    refine Eq.trans ?_ (integral_sub i1 (Integrable.const_mul i2 c))
    congr 1
    funext r
    simp only [mixed]
    ring
  have f1 : ((1 + 0 + 2 : ℕ).factorial : ℝ) = 6 := by norm_num [Nat.factorial]
  have f2 : ((0 + 0 + 2 : ℕ).factorial : ℝ) = 2 := by norm_num [Nat.factorial]
  rw [hlin, e1, e2, f1, f2, show (a + a) ^ (0 + 0 + 3) = 8 * a ^ 3 by ring, add_comm b a]
  ring

/-- For positive exponents, the mixed function is orthogonal to the 1s function exactly when
`c = 24 a ^ 3 / (a + b) ^ 4`. -/
theorem orthogonal_iff {a b : ℝ} (ha : 0 < a) (hb : 0 < b) (c : ℝ) :
    radialOverlap (mixed a b c) (slater 0 a) = 0 ↔ c = 24 * a ^ 3 / (a + b) ^ 4 := by
  have hab : 0 < a + b := add_pos ha hb
  have key : 6 / (a + b) ^ 4 - c / (4 * a ^ 3)
      = (24 * a ^ 3 / (a + b) ^ 4 - c) / (4 * a ^ 3) := by
    field_simp
    ring
  have h4 : 4 * a ^ 3 ≠ 0 := by positivity
  rw [mixed_overlap ha hb, key, div_eq_zero_iff, or_iff_left h4, sub_eq_zero, eq_comm]

/-- The mixed function is `exp (-b r)` times `r - c * exp ((b - a) r)`. -/
theorem mixed_factor (a b c r : ℝ) :
    mixed a b c r = Real.exp (-(b * r)) * (r - c * Real.exp ((b - a) * r)) := by
  have he : Real.exp (-(a * r)) = Real.exp (-(b * r)) * Real.exp ((b - a) * r) := by
    rw [← Real.exp_add]
    congr 1
    ring
  simp only [mixed, slater]
  rw [he]
  ring

/-- If `b ≤ a` and `c > 0`, there is a positive radius at which the mixed function vanishes,
inside which it is negative and outside which it is positive. -/
theorem node_sign_change {a b c : ℝ} (hab : b ≤ a) (hc : 0 < c) :
    ∃ r₀, 0 < r₀ ∧ mixed a b c r₀ = 0 ∧
      (∀ r, 0 < r → r < r₀ → mixed a b c r < 0) ∧ (∀ r, r₀ < r → 0 < mixed a b c r) := by
  have hmono : ∀ r s : ℝ, r ≤ s →
      c * Real.exp ((b - a) * s) ≤ c * Real.exp ((b - a) * r) := fun r s h =>
    mul_le_mul_of_nonneg_left
      (Real.exp_le_exp.2 (mul_le_mul_of_nonpos_left h (by linarith))) hc.le
  have hcont : Continuous (fun r : ℝ => r - c * Real.exp ((b - a) * r)) := by fun_prop
  have h0 : (0 : ℝ) - c * Real.exp ((b - a) * 0) ≤ 0 := by
    rw [mul_zero, Real.exp_zero]
    linarith
  have h1 : 0 ≤ c - c * Real.exp ((b - a) * c) := by
    have h := hmono 0 c hc.le
    rw [mul_zero, Real.exp_zero] at h
    linarith
  -- the bracket changes sign between 0 and c
  obtain ⟨r₀, -, hz⟩ := intermediate_value_Icc hc.le hcont.continuousOn ⟨h0, h1⟩
  have hz' : r₀ - c * Real.exp ((b - a) * r₀) = 0 := hz
  have hpos : 0 < c * Real.exp ((b - a) * r₀) := by positivity
  refine ⟨r₀, by linarith, by rw [mixed_factor, hz', mul_zero], ?_, ?_⟩
  · intro r _ hr
    rw [mixed_factor]
    exact mul_neg_of_pos_of_neg (Real.exp_pos _) (by linarith [hmono r r₀ hr.le])
  · intro r hr
    rw [mixed_factor]
    exact mul_pos (Real.exp_pos _) (by linarith [hmono r₀ r hr.le])

/-- Let `a ≥ b > 0`. The Slater 2s function has no positive zero; subtracting `c` times the 1s
function makes it orthogonal to 1s exactly when `c = 24 a ^ 3 / (a + b) ^ 4`, and the
orthogonal function has exactly one positive zero. -/
theorem orthogonalisation_creates_node {a b : ℝ} (hb : 0 < b) (hab : b ≤ a) (c : ℝ) :
    (∀ r, 0 < r → slater 1 b r ≠ 0) ∧
      (radialOverlap (mixed a b c) (slater 0 a) = 0 ↔ c = 24 * a ^ 3 / (a + b) ^ 4) ∧
      (radialOverlap (mixed a b c) (slater 0 a) = 0 → ∃! r, 0 < r ∧ mixed a b c r = 0) := by
  have ha : 0 < a := lt_of_lt_of_le hb hab
  refine ⟨?_, orthogonal_iff ha hb c, ?_⟩
  · intro r hr
    unfold slater
    positivity
  · intro horth
    have hc : 0 < c := by
      rw [(orthogonal_iff ha hb c).1 horth]
      positivity
    obtain ⟨r₀, hr₀, hz, hin, hout⟩ := node_sign_change hab hc
    refine ⟨r₀, ⟨hr₀, hz⟩, ?_⟩
    rintro r ⟨hr, hr0⟩
    rcases lt_trichotomy r r₀ with h | h | h
    · exact absurd hr0 (hin r hr h).ne
    · exact h
    · exact absurd hr0 (hout r h).ne'

/-- If `0 < a < b`, the mixed function that is orthogonal to 1s has at least two positive
zeros. -/
theorem two_nodes {a b c : ℝ} (ha : 0 < a) (hab : a < b)
    (horth : radialOverlap (mixed a b c) (slater 0 a) = 0) :
    ∃ r₁ r₂, 0 < r₁ ∧ r₁ < r₂ ∧ mixed a b c r₁ = 0 ∧ mixed a b c r₂ = 0 := by
  have hc := (orthogonal_iff ha (ha.trans hab) c).1 horth
  obtain ⟨d, hd, rfl⟩ : ∃ d, 0 < d ∧ b = a + d := ⟨b - a, by linarith, by ring⟩
  have hcpos : 0 < c := by
    rw [hc]
    positivity
  -- the bracket is positive at r = 1 / d
  have hpeak : c * Real.exp 1 * d < 1 := by
    rw [hc, div_mul_eq_mul_div, div_mul_eq_mul_div, div_lt_one (by positivity)]
    have he : Real.exp 1 < 11 / 4 := by linarith [Real.exp_one_lt_d9]
    have h1 : a ^ 3 * d * Real.exp 1 < a ^ 3 * d * (11 / 4) :=
      mul_lt_mul_of_pos_left he (by positivity)
    have h2 : (a + (a + d)) ^ 4 - 66 * a ^ 3 * d
        = a ^ 2 * ((4 * a - 17 / 4 * d) ^ 2 + 95 / 16 * d ^ 2) + 8 * a * d ^ 3 + d ^ 4 := by
      ring
    have h3 : 0 < a ^ 2 * ((4 * a - 17 / 4 * d) ^ 2 + 95 / 16 * d ^ 2)
        + 8 * a * d ^ 3 + d ^ 4 := by positivity
    nlinarith
  have hm : 0 < 1 / d - c * Real.exp (d * (1 / d)) := by
    rw [mul_one_div_cancel hd.ne']
    linarith [(lt_div_iff₀ hd).2 hpeak]
  have h0 : (0 : ℝ) - c * Real.exp (d * 0) ≤ 0 := by
    rw [mul_zero, Real.exp_zero]
    linarith
  -- far out the exponential wins and the bracket is negative again
  obtain ⟨R, hR, hR2⟩ : ∃ R, 1 / d < R ∧ 2 ≤ c * d ^ 2 * R := by
    refine ⟨1 / d + 2 / (c * d ^ 2), lt_add_of_pos_right _ (by positivity), ?_⟩
    have h : c * d ^ 2 * (1 / d + 2 / (c * d ^ 2)) = c * d + 2 := by
      field_simp
    rw [h]
    linarith [mul_pos hcpos hd]
  have hdpos : 0 < 1 / d := by positivity
  have hRpos : 0 < R := hdpos.trans hR
  have hfar : R - c * Real.exp (d * R) ≤ 0 := by
    have hq := Real.quadratic_le_exp_of_nonneg (mul_pos hd hRpos).le
    have h1 := mul_le_mul_of_nonneg_left hq hcpos.le
    have h2 := mul_le_mul_of_nonneg_left hR2 hRpos.le
    have h3 : 0 < c * (d * R) := by positivity
    nlinarith
  have hcont : Continuous (fun r : ℝ => r - c * Real.exp (d * r)) := by fun_prop
  obtain ⟨r₁, hr₁, z₁⟩ := intermediate_value_Icc hdpos.le hcont.continuousOn ⟨h0, hm.le⟩
  obtain ⟨r₂, hr₂, z₂⟩ := intermediate_value_Icc' hR.le hcont.continuousOn ⟨hfar, hm.le⟩
  have z₁' : r₁ - c * Real.exp (d * r₁) = 0 := z₁
  have z₂' : r₂ - c * Real.exp (d * r₂) = 0 := z₂
  have hpos : 0 < c * Real.exp (d * r₁) := by positivity
  have hlt : r₁ < 1 / d := by
    refine lt_of_le_of_ne hr₁.2 ?_
    intro h
    rw [h] at z₁'
    exact hm.ne' z₁'
  have hz : ∀ r, r - c * Real.exp (d * r) = 0 → mixed a (a + d) c r = 0 := by
    intro r hr
    rw [mixed_factor, show a + d - a = d by ring, hr, mul_zero]
  exact ⟨r₁, r₂, by linarith, lt_of_lt_of_le hlt hr₂.1, hz r₁ z₁', hz r₂ z₂'⟩

/-- For positive exponents, the mixed function that is orthogonal to 1s has exactly one positive
zero if and only if `b ≤ a`. -/
theorem unique_node_iff {a b c : ℝ} (ha : 0 < a) (hb : 0 < b)
    (horth : radialOverlap (mixed a b c) (slater 0 a) = 0) :
    (∃! r, 0 < r ∧ mixed a b c r = 0) ↔ b ≤ a := by
  constructor
  · intro h
    by_contra hab
    obtain ⟨r₁, r₂, h1, h12, z1, z2⟩ := two_nodes ha (not_le.1 hab) horth
    exact h12.ne (h.unique ⟨h1, z1⟩ ⟨h1.trans h12, z2⟩)
  · intro hab
    exact (orthogonalisation_creates_node hb hab c).2.2 horth

/-- When both Slater functions have the same exponent `a > 0`, the mixed function that is
orthogonal to 1s vanishes exactly at `r = 3 / (2 a)`. -/
theorem node_equal_exponents {a c : ℝ} (ha : 0 < a)
    (horth : radialOverlap (mixed a a c) (slater 0 a) = 0) (r : ℝ) :
    mixed a a c r = 0 ↔ r = 3 / (2 * a) := by
  have hc : c = 3 / (2 * a) := by
    rw [(orthogonal_iff ha ha c).1 horth, div_eq_div_iff (by positivity) (by positivity)]
    ring
  rw [mixed_factor, sub_self, zero_mul, Real.exp_zero, mul_one, mul_eq_zero,
    or_iff_right (Real.exp_ne_zero _), sub_eq_zero, hc]

end

end SlaterNode
```

```lean
#print axioms SlaterNode.unique_node_iff
-- 'SlaterNode.unique_node_iff' depends on axioms: [propext, Classical.choice, Quot.sound]
#print axioms SlaterNode.node_equal_exponents
-- 'SlaterNode.node_equal_exponents' depends on axioms: [propext, Classical.choice, Quot.sound]
```

## One centre, two exponents

In `slater m ζ`, `m` is the power of r, that is, the principal quantum number minus one, and not the magnetic quantum number. `radialOverlap` integrates over `Ioi 0`, the open half-line, and `mixed a b c` is f.

`orthogonalisation_creates_node` assumes 0 < b ≤ a. It states that the 2s function has no positive zero, that orthogonality fixes c, and that the orthogonal function has a unique positive zero (`∃!`). `unique_node_iff` assumes only positive exponents and orthogonality, and says that the node is unique if and only if b ≤ a.

`radial_moment` supplies the Gamma integral. Lean assigns the value zero to a divergent integral, so the nonzero value also proves convergence. `slater_overlap` merges the exponentials, `mixed_overlap` uses linearity, and `orthogonal_iff` solves for c. `mixed_factor` extracts g. `node_sign_change` applies the intermediate value theorem on [0, c] and gets the signs on either side from monotonicity. `two_nodes` applies the theorem on each side of 1/d, with `hpeak` holding the polynomial estimate, and `node_equal_exponents` treats b = a.

The theorems concern one pair of functions with given exponents. They contain no Hamiltonian, no contracted basis and no second atom. Identifying f with the 2s orbital of a real atom is a separate approximation, whose quality depends on the exponents chosen.
